# Eightfold symmetry of two-electron integrals on a grid, and how complex orbitals can break it

A formal statement about two-electron integrals has to fix what an integral is, and here it is a finite sum. The electron coordinate runs over a finite set $X$ of grid points, an orbital is a function $f_p : X \to \mathbb{C}$, and the interaction is a table of real numbers $w(x,y)$. Orbitals are complex-valued throughout, and a real orbital is one whose imaginary part vanishes at every point, so the real and the complex case concern the same object.

## The identities

With the pair density $\rho_{pq}(x) = \overline{f_p(x)}\,f_q(x)$, define

$$(pq|rs) = \sum_{x,y} \rho_{pq}(x)\,w(x,y)\,\rho_{rs}(y), \qquad \langle pq\|rs\rangle = (pr|qs) - (ps|qr).$$

For symmetric $w$ and arbitrary complex orbitals,

$$(pq|rs) = (rs|pq), \qquad \overline{(pq|rs)} = (qp|sr).$$

For symmetric $w$ and real orbitals the integrals are real and

$$(pq|rs) = (qp|rs) = (pq|sr) = (qp|sr) = (rs|pq) = (sr|pq) = (rs|qp) = (sr|qp).$$

For symmetric positive definite $w$ and arbitrary complex orbitals, this eightfold symmetry holds for all $p,q,r,s$ exactly when every pair density is real at every point.

## Where a code relies on them

A packed integral array that keeps only $p \ge q$, $r \ge s$ and compound index $pq \ge rs$ assumes that all eight orderings give the same value. Configuration-interaction and perturbation-theory routines that store $\langle pq\|rs\rangle$ only for $p<q$, $r<s$ assume antisymmetry in each pair. In the finite-grid model with a real symmetric kernel, the second assumption survives a change to complex orbitals and the first need not: the two general identities connect $(pq|rs)$ only with $(rs|pq)$, $(qp|sr)$ and $(sr|qp)$, the last two through a complex conjugation.

## Derivation

Conjugating the pair density gives $\overline{\rho_{pq}} = f_p \overline{f_q} = \rho_{qp}$. Since $w$ is real, conjugating the double sum term by term gives $\overline{(pq|rs)} = \sum \rho_{qp}(x)\,w(x,y)\,\rho_{sr}(y) = (qp|sr)$. Renaming $x \leftrightarrow y$ and using $w(y,x) = w(x,y)$ gives $(pq|rs) = (rs|pq)$.

If every pair density is real, then $\rho_{pq} = \overline{\rho_{pq}} = \rho_{qp}$, so the indices of the left pair, and separately those of the right pair, can be flipped. The two flips and the exchange of pairs generate the eight orderings. Real orbitals have real pair densities, and then $\overline{(pq|rs)} = (qp|sr) = (pq|rs)$ shows that the integrals are real.

For the converse write $\rho_{pq} = a + ib$ with real $a$, $b$. Then $\rho_{qp} - \rho_{pq} = -2ib$, and

$$(qp|pq) - (pq|pq) = \sum_{x,y} (-2i\,b(x))\,w(x,y)\,(a(y) + i\,b(y)),$$

whose real part is

$$\operatorname{Re}\,[(qp|pq) - (pq|pq)] = 2\sum_{x,y} b(x)\,w(x,y)\,b(y).$$

Eightfold symmetry makes the left side zero, and a positive definite $w$ then forces $b = 0$.

For the antisymmetrised integrals, the sign change under $r \leftrightarrow s$ is read off the definition. Under $p \leftrightarrow q$, pair exchange gives $\langle qp\|rs\rangle = (qr|ps) - (qs|pr) = (ps|qr) - (pr|qs) = -\langle pq\|rs\rangle$. Conjugation gives $(rp|sq) - (sp|rq) = (rp|sq) - (rq|sp) = \langle rs\|pq\rangle$. For real orbitals $(pr|qs) = (rp|sq)$ and $(ps|qr) = (rq|sp)$, so $\langle pq\|rs\rangle = \langle rs\|pq\rangle$.

For the counter-example take two grid points, $w$ the identity, $f_1 = (1,1)/\sqrt2$ and $f_2 = (i,-i)/\sqrt2$. The pair densities are $\rho_{11} = \rho_{22} = (\tfrac12, \tfrac12)$, $\rho_{12} = (\tfrac{i}{2}, -\tfrac{i}{2})$ and $\rho_{21} = (-\tfrac{i}{2}, \tfrac{i}{2})$. Summing each over the grid gives overlaps $1, 1, 0, 0$. With the identity kernel the double sum collapses to $\sum_x \rho_{pq}(x)\rho_{rs}(x)$, so

$$(12|12) = -\tfrac14 - \tfrac14 = -\tfrac12, \qquad (21|12) = \tfrac14 + \tfrac14 = \tfrac12 .$$

The difference is $1$, in agreement with $2\sum_x b(x)^2$ for $b = (\tfrac12, -\tfrac12)$. Here $f_2$ is $i$ times the real vector $(1,-1)/\sqrt2$, so a constant phase on one orbital is enough to break the symmetry, and both integrals stay real while it breaks.

## The file

In Lean 4 with Mathlib:

```lean
import Mathlib

open ComplexConjugate

namespace GridTwoElectronIntegrals

noncomputable section

variable {X ι : Type*}

/-- The pair density `ρ_pq(x) = conj f_p(x) f_q(x)` of two orbitals at a grid point. -/
def pairDensity (f : ι → X → ℂ) (p q : ι) (x : X) : ℂ := conj (f p x) * f q x

/-- A four-index array takes the same value on `pqrs`, `qprs`, `pqsr`, `qpsr`, `rspq`, `srpq`,
`rsqp` and `srqp`. -/
def HasEightfoldSymmetry (g : ι → ι → ι → ι → ℂ) : Prop :=
  ∀ p q r s, g p q r s = g q p r s ∧ g p q r s = g p q s r ∧ g p q r s = g q p s r ∧
    g p q r s = g r s p q ∧ g p q r s = g s r p q ∧ g p q r s = g r s q p ∧
    g p q r s = g s r q p

/-- Complex conjugation of a pair density exchanges its two orbital indices. -/
theorem conj_pairDensity (f : ι → X → ℂ) (p q : ι) (x : X) :
    conj (pairDensity f p q x) = pairDensity f q p x := by
  unfold pairDensity
  rw [map_mul, Complex.conj_conj]
  ring

variable [Fintype X]

/-- The overlap `Σ_x conj f_p(x) f_q(x)` of two orbitals on the grid. -/
def overlap (f : ι → X → ℂ) (p q : ι) : ℂ := ∑ x, pairDensity f p q x

/-- The two-electron integral in chemists' notation on a grid,
`(pq|rs) = Σ_{x,y} conj f_p(x) f_q(x) w(x,y) conj f_r(y) f_s(y)`, for a real kernel `w`. -/
def eri (w : X → X → ℝ) (f : ι → X → ℂ) (p q r s : ι) : ℂ :=
  ∑ x, ∑ y, pairDensity f p q x * (w x y : ℂ) * pairDensity f r s y

/-- The antisymmetrised integral `⟨pq||rs⟩ = (pr|qs) - (ps|qr)`. -/
def antisymEri (w : X → X → ℝ) (f : ι → X → ℂ) (p q r s : ι) : ℂ :=
  eri w f p r q s - eri w f p s q r

/-- The quadratic form `Σ_{x,y} b(x) w(x,y) b(y)` of the kernel on a real grid function. -/
def kernelForm (w : X → X → ℝ) (b : X → ℝ) : ℝ := ∑ x, ∑ y, b x * w x y * b y

/-- For a symmetric kernel and arbitrary complex orbitals, `(pq|rs) = (rs|pq)`. -/
theorem eri_swap_pairs (w : X → X → ℝ) (hw : ∀ x y, w x y = w y x) (f : ι → X → ℂ)
    (p q r s : ι) : eri w f p q r s = eri w f r s p q := by
  unfold eri
  -- relabel the two electrons
  rw [Finset.sum_comm]
  refine Finset.sum_congr rfl fun x _ => Finset.sum_congr rfl fun y _ => ?_
  rw [hw y x]
  ring

/-- For a real kernel and arbitrary complex orbitals, `conj (pq|rs) = (qp|sr)`. -/
theorem conj_eri (w : X → X → ℝ) (f : ι → X → ℂ) (p q r s : ι) :
    conj (eri w f p q r s) = eri w f q p s r := by
  unfold eri
  simp only [map_sum, map_mul, conj_pairDensity, Complex.conj_ofReal]

/-- If the kernel is symmetric and all pair densities are real, the integrals have eightfold
symmetry. -/
theorem eightfold_of_real_pairDensity (w : X → X → ℝ) (hw : ∀ x y, w x y = w y x)
    (f : ι → X → ℂ) (hρ : ∀ p q x, (pairDensity f p q x).im = 0) :
    HasEightfoldSymmetry (eri w f) := by
  -- a real pair density is symmetric in its indices
  have hsym : ∀ p q x, pairDensity f p q x = pairDensity f q p x := fun p q x =>
    (Complex.conj_eq_iff_im.mpr (hρ p q x)).symm.trans (conj_pairDensity f p q x)
  have hl : ∀ p q r s, eri w f p q r s = eri w f q p r s := by
    intro p q r s
    unfold eri
    refine Finset.sum_congr rfl fun x _ => Finset.sum_congr rfl fun y _ => ?_
    rw [hsym p q x]
  have hr : ∀ p q r s, eri w f p q r s = eri w f p q s r := by
    intro p q r s
    unfold eri
    refine Finset.sum_congr rfl fun x _ => Finset.sum_congr rfl fun y _ => ?_
    rw [hsym r s y]
  have hs := eri_swap_pairs w hw f
  -- the three generators give all eight orderings
  intro p q r s
  exact ⟨hl p q r s, hr p q r s, (hl p q r s).trans (hr q p r s), hs p q r s,
    (hs p q r s).trans (hl r s p q), (hs p q r s).trans (hr r s p q),
    ((hs p q r s).trans (hl r s p q)).trans (hr s r p q)⟩

/-- For a real symmetric kernel and real orbitals the integrals `(pq|rs)` have eightfold
symmetry and are real. -/
theorem eightfold_of_real_orbitals (w : X → X → ℝ) (hw : ∀ x y, w x y = w y x)
    (f : ι → X → ℂ) (hf : ∀ p x, (f p x).im = 0) :
    HasEightfoldSymmetry (eri w f) ∧ ∀ p q r s, (eri w f p q r s).im = 0 := by
  have h8 : HasEightfoldSymmetry (eri w f) :=
    eightfold_of_real_pairDensity w hw f (fun p q x => by simp [pairDensity, hf])
  refine ⟨h8, fun p q r s => ?_⟩
  -- conj (pq|rs) = (qp|sr) = (pq|rs)
  exact Complex.conj_eq_iff_im.mp ((conj_eri w f p q r s).trans (h8 p q r s).2.2.1.symm)

/-- The real part of `(qp|pq) - (pq|pq)` is twice the quadratic form of the kernel on the
imaginary part of the pair density `ρ_pq`. -/
theorem symmetry_defect (w : X → X → ℝ) (f : ι → X → ℂ) (p q : ι) :
    (eri w f q p p q - eri w f p q p q).re
      = 2 * kernelForm w (fun x => (pairDensity f p q x).im) := by
  unfold eri kernelForm
  simp only [Complex.sub_re, Complex.re_sum, Finset.mul_sum, ← Finset.sum_sub_distrib]
  refine Finset.sum_congr rfl fun x _ => Finset.sum_congr rfl fun y _ => ?_
  rw [← conj_pairDensity f p q x]
  simp only [Complex.mul_re, Complex.mul_im, Complex.conj_re, Complex.conj_im,
    Complex.ofReal_re, Complex.ofReal_im]
  ring

/-- For a symmetric positive definite kernel, the integrals have eightfold symmetry exactly
when all pair densities are real. -/
theorem eightfold_iff_real_pairDensity (w : X → X → ℝ) (hw : ∀ x y, w x y = w y x)
    (hpos : ∀ b : X → ℝ, b ≠ 0 → 0 < kernelForm w b) (f : ι → X → ℂ) :
    HasEightfoldSymmetry (eri w f) ↔ ∀ p q x, (pairDensity f p q x).im = 0 := by
  refine ⟨fun h p q x => ?_, eightfold_of_real_pairDensity w hw f⟩
  by_contra hne
  have hb : (fun x => (pairDensity f p q x).im) ≠ 0 := fun h0 => hne (congrFun h0 x)
  -- the defect would be positive, but symmetry makes it vanish
  have h1 := hpos _ hb
  have h2 := symmetry_defect w f p q
  have h3 : eri w f p q p q = eri w f q p p q := (h p q p q).1
  rw [← h3, sub_self, Complex.zero_re] at h2
  linarith

/-- For a symmetric kernel and arbitrary complex orbitals, `⟨pq||rs⟩` changes sign under
`r ↔ s` and under `p ↔ q`, and its complex conjugate is `⟨rs||pq⟩`. -/
theorem antisymEri_symmetries (w : X → X → ℝ) (hw : ∀ x y, w x y = w y x) (f : ι → X → ℂ)
    (p q r s : ι) :
    antisymEri w f p q r s = -antisymEri w f p q s r ∧
    antisymEri w f p q r s = -antisymEri w f q p r s ∧
    conj (antisymEri w f p q r s) = antisymEri w f r s p q := by
  unfold antisymEri
  refine ⟨by ring, ?_, ?_⟩
  · rw [eri_swap_pairs w hw f q r p s, eri_swap_pairs w hw f q s p r]
    ring
  · rw [map_sub, conj_eri, conj_eri, eri_swap_pairs w hw f s p r q]

/-- For a symmetric kernel and real orbitals, `⟨pq||rs⟩ = ⟨rs||pq⟩`. -/
theorem antisymEri_swap_of_real_orbitals (w : X → X → ℝ) (hw : ∀ x y, w x y = w y x)
    (f : ι → X → ℂ) (hf : ∀ p x, (f p x).im = 0) (p q r s : ι) :
    antisymEri w f p q r s = antisymEri w f r s p q := by
  have h8 := (eightfold_of_real_orbitals w hw f hf).1
  have h1 : eri w f p r q s = eri w f r p s q := (h8 p r q s).2.2.1
  have h2 : eri w f p s q r = eri w f r q s p := (h8 p s q r).2.2.2.2.2.2
  unfold antisymEri
  rw [h1, h2]

/-- The identity kernel on a grid of two points. -/
def contact (x y : Fin 2) : ℝ := if x = y then 1 else 0

/-- The normalisation constant `1/√2`. -/
def invSqrtTwo : ℝ := 1 / Real.sqrt 2

/-- The two orbitals `(1, 1)/√2` (index 0) and `(i, -i)/√2` (index 1) on a grid of two points. -/
def orb : Fin 2 → Fin 2 → ℂ :=
  ![![(invSqrtTwo : ℂ), (invSqrtTwo : ℂ)],
    ![Complex.I * (invSqrtTwo : ℂ), -(Complex.I * (invSqrtTwo : ℂ))]]

/-- The identity kernel on two points is symmetric and positive definite. -/
theorem kernel_witness :
    (∀ x y, contact x y = contact y x) ∧
    ∀ b : Fin 2 → ℝ, b ≠ 0 → 0 < kernelForm contact b := by
  have w00 : contact 0 0 = 1 := by simp [contact]
  have w01 : contact 0 1 = 0 := by simp [contact]
  have w10 : contact 1 0 = 0 := by simp [contact]
  have w11 : contact 1 1 = 1 := by simp [contact]
  refine ⟨fun x y => ?_, fun b hb => ?_⟩
  · unfold contact
    by_cases h : x = y
    · rw [if_pos h, if_pos h.symm]
    · rw [if_neg h, if_neg (fun h' => h h'.symm)]
  · have hk : kernelForm contact b = b 0 * b 0 + b 1 * b 1 := by
      simp only [kernelForm, Fin.sum_univ_two, w00, w01, w10, w11]
      ring
    rw [hk]
    by_contra hle
    have hle' : b 0 * b 0 + b 1 * b 1 ≤ 0 := not_lt.mp hle
    have n0 := mul_self_nonneg (b 0)
    have n1 := mul_self_nonneg (b 1)
    have h0 : b 0 = 0 := mul_self_eq_zero.mp (le_antisymm (by linarith) n0)
    have h1 : b 1 = 0 := mul_self_eq_zero.mp (le_antisymm (by linarith) n1)
    apply hb
    funext i
    fin_cases i
    · exact h0
    · exact h1

/-- The orbitals `(1, 1)/√2` and `(i, -i)/√2` are orthonormal; with the identity kernel
`(01|01) = -1/2` and `(10|01) = 1/2`, and the integrals do not have eightfold symmetry. -/
theorem complex_orbitals_break_eightfold :
    (overlap orb 0 0 = 1 ∧ overlap orb 1 1 = 1 ∧ overlap orb 0 1 = 0 ∧ overlap orb 1 0 = 0) ∧
    eri contact orb 0 1 0 1 = -1 / 2 ∧ eri contact orb 1 0 0 1 = 1 / 2 ∧
    ¬ HasEightfoldSymmetry (eri contact orb) := by
  have hr : invSqrtTwo * invSqrtTwo = 1 / 2 := by
    unfold invSqrtTwo
    rw [div_mul_div_comm, Real.mul_self_sqrt (show (0 : ℝ) ≤ 2 by norm_num), one_mul]
  have hc : (invSqrtTwo : ℂ) * (invSqrtTwo : ℂ) = 1 / 2 := by
    rw [← Complex.ofReal_mul, hr]
    norm_num
  have hI : Complex.I * Complex.I = -1 := Complex.I_mul_I
  have f00 : orb 0 0 = (invSqrtTwo : ℂ) := rfl
  have f01 : orb 0 1 = (invSqrtTwo : ℂ) := rfl
  have f10 : orb 1 0 = Complex.I * (invSqrtTwo : ℂ) := rfl
  have f11 : orb 1 1 = -(Complex.I * (invSqrtTwo : ℂ)) := rfl
  -- the eight values of the pair densities
  have r000 : pairDensity orb 0 0 0 = 1 / 2 := by
    simp only [pairDensity, f00, Complex.conj_ofReal]
    linear_combination hc
  have r001 : pairDensity orb 0 0 1 = 1 / 2 := by
    simp only [pairDensity, f01, Complex.conj_ofReal]
    linear_combination hc
  have r010 : pairDensity orb 0 1 0 = Complex.I / 2 := by
    simp only [pairDensity, f00, f10, Complex.conj_ofReal]
    linear_combination Complex.I * hc
  have r011 : pairDensity orb 0 1 1 = -Complex.I / 2 := by
    simp only [pairDensity, f01, f11, Complex.conj_ofReal]
    linear_combination (-Complex.I) * hc
  have r100 : pairDensity orb 1 0 0 = -Complex.I / 2 := by
    simp only [pairDensity, f00, f10, map_mul, Complex.conj_ofReal, Complex.conj_I]
    linear_combination (-Complex.I) * hc
  have r101 : pairDensity orb 1 0 1 = Complex.I / 2 := by
    simp only [pairDensity, f01, f11, map_mul, map_neg, Complex.conj_ofReal, Complex.conj_I]
    linear_combination Complex.I * hc
  have r110 : pairDensity orb 1 1 0 = 1 / 2 := by
    simp only [pairDensity, f10, map_mul, Complex.conj_ofReal, Complex.conj_I]
    linear_combination hc - (invSqrtTwo : ℂ) * (invSqrtTwo : ℂ) * hI
  have r111 : pairDensity orb 1 1 1 = 1 / 2 := by
    simp only [pairDensity, f11, map_mul, map_neg, Complex.conj_ofReal, Complex.conj_I]
    linear_combination hc - (invSqrtTwo : ℂ) * (invSqrtTwo : ℂ) * hI
  -- with the identity kernel the double sum collapses to one sum
  have w00 : contact 0 0 = 1 := by simp [contact]
  have w01 : contact 0 1 = 0 := by simp [contact]
  have w10 : contact 1 0 = 0 := by simp [contact]
  have w11 : contact 1 1 = 1 := by simp [contact]
  have hcontact : ∀ p q r s, eri contact orb p q r s
      = pairDensity orb p q 0 * pairDensity orb r s 0
        + pairDensity orb p q 1 * pairDensity orb r s 1 := by
    intro p q r s
    simp only [eri, Fin.sum_univ_two, w00, w01, w10, w11, Complex.ofReal_one,
      Complex.ofReal_zero]
    ring
  have e1 : eri contact orb 0 1 0 1 = -1 / 2 := by
    rw [hcontact, r010, r011]
    linear_combination (1 / 2) * hI
  have e2 : eri contact orb 1 0 0 1 = 1 / 2 := by
    rw [hcontact, r100, r010, r101, r011]
    linear_combination (-1 / 2) * hI
  refine ⟨⟨?_, ?_, ?_, ?_⟩, e1, e2, fun h => ?_⟩
  · unfold overlap
    rw [Fin.sum_univ_two, r000, r001]
    ring
  · unfold overlap
    rw [Fin.sum_univ_two, r110, r111]
    ring
  · unfold overlap
    rw [Fin.sum_univ_two, r010, r011]
    ring
  · unfold overlap
    rw [Fin.sum_univ_two, r100, r101]
    ring
  · have h1 : eri contact orb 0 1 0 1 = eri contact orb 1 0 0 1 := (h 0 1 0 1).1
    rw [e1, e2] at h1
    norm_num at h1

end

end GridTwoElectronIntegrals
```

```lean
#print axioms GridTwoElectronIntegrals.eightfold_iff_real_pairDensity
#print axioms GridTwoElectronIntegrals.antisymEri_symmetries
#print axioms GridTwoElectronIntegrals.antisymEri_swap_of_real_orbitals
#print axioms GridTwoElectronIntegrals.complex_orbitals_break_eightfold
```

```
'GridTwoElectronIntegrals.eightfold_iff_real_pairDensity' depends on axioms: [propext, Classical.choice, Quot.sound]
'GridTwoElectronIntegrals.antisymEri_symmetries' depends on axioms: [propext, Classical.choice, Quot.sound]
'GridTwoElectronIntegrals.antisymEri_swap_of_real_orbitals' depends on axioms: [propext, Classical.choice, Quot.sound]
'GridTwoElectronIntegrals.complex_orbitals_break_eightfold' depends on axioms: [propext, Classical.choice, Quot.sound]
```

## What is stated

The grid is a finite type `X`, orbital labels form an arbitrary type `ι`, and `f p x` is $f_p(x)$. The definitions `pairDensity`, `overlap`, `eri` and `antisymEri` are $\rho_{pq}(x)$, $\sum_x \rho_{pq}(x)$, $(pq|rs)$ and $\langle pq\|rs\rangle$. The index order differs between the last two: `eri` is in chemists' order, conjugated on its first and third index, while `antisymEri` is in physicists' order, conjugated on its first two. `HasEightfoldSymmetry` lists seven equalities with `g p q r s` for all index quadruples. Reality of $w$ is built into its type `X → X → ℝ`, symmetry is the hypothesis `hw`, real orbitals are `hf`, and positive definiteness is `hpos`, which asks that `kernelForm w b`, the sum $\sum b(x)w(x,y)b(y)$, be positive for every nonzero real `b`.

The main theorem `eightfold_of_real_orbitals` concludes, from `hw` and `hf` alone, eightfold symmetry and vanishing imaginary parts. Neither it nor any other general theorem assumes orthonormal orbitals, and `conj_eri` and `symmetry_defect` do not need `hw`. In `complex_orbitals_break_eightfold` the orbitals $f_1$, $f_2$ carry indices `0` and `1`.

## How the proof runs

`conj_pairDensity` and `conj_eri` are the two conjugation steps, and `eri_swap_pairs` does the relabelling with `Finset.sum_comm` followed by `hw`. In `eightfold_of_real_pairDensity`, `hsym` is $\rho_{pq} = \rho_{qp}$, `hl` and `hr` are the left and right flips, `hs` is the pair exchange, and the final term chains them into the seven equalities. `symmetry_defect` compares the two sides summand by summand, replaces $\rho_{qp}(x)$ by the conjugate of $\rho_{pq}(x)$ and expands into real and imaginary parts. `eightfold_iff_real_pairDensity` argues by contradiction: a nonzero imaginary part makes the form positive (`h1`), while symmetry turns the defect identity `h2` into $0 = 2\sum b\,w\,b$. `antisymEri_symmetries` and `antisymEri_swap_of_real_orbitals` make the substitutions written above. `kernel_witness` shows that `contact` is symmetric with form $b_0^2 + b_1^2$, hence positive definite, so the equivalence applies to the kernel of the counter-example. That example computes the eight values `r000` to `r111` from $(1/\sqrt2)^2 = \tfrac12$ and $i^2 = -1$, collapses the sum in `hcontact`, and reads off `e1` and `e2`.

## What is not guaranteed

The theorems concern exact finite sums. They say nothing about continuum integrals, analytic integrals over basis functions, quadrature error, or rounding, which can make symmetry-equivalent integrals differ when summed in different orders. The kernel is finite everywhere, so a Coulomb kernel needs some chosen value at $x = y$, and its symmetry and positive definiteness are assumed, not derived. The equivalence concerns all index pairs at once.

The remaining observations are hand checks with no theorem in the file behind them. Quadrature weights $\omega_x$ can be absorbed as $\omega_x v(x,y)\,\omega_y$ without spoiling symmetry, but `overlap` carries no weights. Without symmetry of $w$, pair exchange can fail: with $w(0,1) = 1$, all other entries zero, and orbitals $(1,0)$ and $(0,1)$, one gets $(11|22) = 1$ and $(22|11) = 0$. If positive definiteness is simply dropped the converse can fail: $w = 0$ makes every integral vanish, so eightfold symmetry holds even for orbitals with non-real pair densities. If $X$ includes a spin label and $w$ ignores it, the form is zero on any $b$ with opposite values on the two spin components, so `hpos` does not hold and only the direction from real pair densities to symmetry is available.
